# A plane wave between two Gaussians, and where its second-order expansion fails

The coupling of a molecule to light of finite wavelength contains the phase exp(ikx) of the wave, which in minimal coupling multiplies a momentum operator. Here the phase is treated alone, through its matrix element between two Gaussian basis functions. The phase can be kept whole, or it can be expanded in powers of k before integration, as in a multipole treatment. For two s-type Gaussians in one dimension both versions have closed forms, and comparing them gives a range of k in which the second-order expansion about the centre of the pair is accurate.

## The two matrix elements by hand

Let the Gaussians have exponents a, b > 0 and real centres A, B, and let k be real. Define

p = a + b,  P = (aA + bB)/p,  K = exp(−ab(A−B)²/p).

Expanding the squares and collecting powers of x gives

a(x−A)² + b(x−B)² = p(x−P)² + ab(A−B)²/p,

so the product of the two functions is K exp(−p(x−P)²), a single Gaussian centred at P.

**The full phase.** Call the matrix element M(k). With y = x − P,

M(k) = K exp(ikP) ∫ exp(−py² + iky) dy.

Completing the square,

−py² + iky = −p(y − ik/2p)² − k²/4p.

The integrand is entire and decays at both ends of the strip between the shifted line and the real axis, so the line of integration may be moved back. The remaining integral is √(π/p), and

M(k) = √(π/p) K exp(ikP − k²/4p).

In particular M(0) = √(π/p) K, which is positive. This value at k = 0, the overlap of the two Gaussians, is called the static element below.

**The expanded phase.** Keep exp(ikP) exact and expand exp(iky) to second order. The resulting element is

T(k) = K exp(ikP) ∫ exp(−py²) (1 + iky − k²y²/2) dy.

The linear term is odd and integrates to zero. For the quadratic term, integrate

d/dy [y exp(−py²)] = exp(−py²) − 2p y² exp(−py²)

over the line. The left side gives zero, hence

∫ y² exp(−py²) dy = √(π/p)/(2p),

T(k) = √(π/p) K exp(ikP) (1 − k²/4p).

**The comparison.** Write t = k²/4p ≥ 0. Then

M(k)/M(0) = exp(ikP) exp(−t),  T(k)/M(0) = exp(ikP) (1 − t).

If P = 0, the first ratio is exp(−t), which lies in (0, 1]. The second is 1 − t, which is below −1 exactly when t > 2, that is, when k² > 8p. The truncated element already has the wrong sign for t > 1, that is, for k² > 4p; beyond k² = 8p its magnitude also exceeds that of the static element.

**The error.** For any P the factor exp(ikP) has modulus 1, so the error relative to the static element, |M(k) − T(k)|/M(0), is |exp(−t) − (1 − t)|. The tangent inequality gives exp(−t) ≥ 1 − t. From exp(t) ≥ 1 + t + t²/2 and

(1 + t + t²/2)(1 − t + t²/2) = 1 + t⁴/4 ≥ 1

it follows that exp(−t) ≤ 1 − t + t²/2. The error is therefore at most t²/2.

**The long-wavelength limit.** At k = 0 both ratios equal 1 and the bound is zero. As k → 0 the error divided by t² tends to 1/2, so the bound becomes sharp and the error falls off as k⁴.

## The pair density and the two integrals in Lean

```lean
import Mathlib

open MeasureTheory

namespace MultipolarTruncation

noncomputable section
```

The density is the product of the two Gaussians, written as one real exponential.

```lean
/-- Product of two s-type Gaussians with exponents `a`, `b` and centres `A`, `B`. -/
def pairDensity (a b A B x : ℝ) : ℝ :=
  Real.exp (-a * (x - A) ^ 2 - b * (x - B) ^ 2)
```

The functions are not normalised. Normalised Gaussians would multiply both elements by (2a/π)^(1/4) (2b/π)^(1/4), turning the prefactor √(π/p) into √(2√(ab)/p); the ratios are unchanged.

```lean
/-- The exponent-weighted centre `P` of the Gaussian pair. -/
def pairCentre (a b A B : ℝ) : ℝ := (a * A + b * B) / (a + b)
```

`pairCentre a b A B` is P. The full matrix element is an integral over the real line with complex values, M(k) above.

```lean
/-- Matrix element of the full plane wave `exp(ikx)` between the two Gaussians. -/
def planeWaveElement (a b A B k : ℝ) : ℂ :=
  ∫ x : ℝ, (pairDensity a b A B x : ℂ) * Complex.exp (Complex.I * k * x)
```

The truncated phase is the second-order Taylor polynomial of exp(iky).

```lean
/-- The phase `exp(iky)` expanded to second order in `ky`. -/
def truncatedPhase (k y : ℝ) : ℂ :=
  1 + Complex.I * k * y + (Complex.I * k * y) ^ 2 / 2
```

T(k) is again defined as an integral, so its closed form has to be derived.

```lean
/-- Matrix element of the plane wave expanded to second order about the pair centre. -/
def truncatedElement (a b A B k : ℝ) : ℂ :=
  Complex.exp (Complex.I * k * pairCentre a b A B) *
    ∫ x : ℝ, (pairDensity a b A B x : ℂ) * truncatedPhase k (x - pairCentre a b A B)
```

This definition fixes a convention: the expansion is made about the centre of the pair, with exp(ikP) retained in full. Expanding about a distant common origin would give a different truncated element. The model contains the scalar phase only, with no momentum operator, polarisation field or Power–Zienau–Woolley transformation.

## Closed form of the full element

```lean
/-- Closed form of the plane-wave matrix element between two Gaussians. -/
theorem planeWaveElement_eq {a b : ℝ} (ha : 0 < a) (hb : 0 < b) (A B k : ℝ) :
    planeWaveElement a b A B k =
      (√(Real.pi / (a + b)) : ℂ) * (Real.exp (-(a * b * (A - B) ^ 2 / (a + b))) : ℂ) *
        Complex.exp (Complex.I * k * pairCentre a b A B - k ^ 2 / (4 * (a + b))) := by
  have hp : (a : ℂ) + b ≠ 0 := by exact_mod_cast (add_pos ha hb).ne'
  have h := integral_cexp_quadratic (b := ((-(a + b) : ℝ) : ℂ))
    (by rw [Complex.ofReal_re]; linarith)
    (2 * (a * A + b * B) + Complex.I * k) (-(a * A ^ 2) - b * B ^ 2)
  have e : (Real.pi : ℂ) / -((-(a + b) : ℝ) : ℂ) = ((Real.pi / (a + b) : ℝ) : ℂ) := by
    rw [← Complex.ofReal_neg, neg_neg, Complex.ofReal_div]
  have hs : ((Real.pi : ℂ) / -((-(a + b) : ℝ) : ℂ)) ^ (1 / 2 : ℂ)
      = (√(Real.pi / (a + b)) : ℂ) := by
    rw [e, Real.sqrt_eq_rpow, Complex.ofReal_cpow (by positivity)]
    congr 1
    norm_num
  have hc : (2 * ((a : ℂ) * A + b * B) + Complex.I * k) ^ 2
      = 4 * (a * A + b * B) ^ 2 + 4 * (a * A + b * B) * (Complex.I * k) - k ^ 2 := by
    linear_combination (k : ℂ) ^ 2 * Complex.I_sq
  -- completing the square separates the overlap factor from the factor that depends on `k`
  have hexp : Complex.exp (-((a : ℂ) * A ^ 2) - b * B ^ 2 -
        (2 * ((a : ℂ) * A + b * B) + Complex.I * k) ^ 2 / (4 * ((-(a + b) : ℝ) : ℂ)))
      = (Real.exp (-(a * b * (A - B) ^ 2 / (a + b))) : ℂ) *
        Complex.exp (Complex.I * k * pairCentre a b A B - k ^ 2 / (4 * (a + b))) := by
    rw [hc, Complex.ofReal_exp, ← Complex.exp_add]
    congr 1
    unfold pairCentre
    push_cast
    field_simp
    ring
  rw [hs, hexp] at h
  rw [mul_assoc, ← h]
  unfold planeWaveElement
  refine integral_congr_ae (Filter.Eventually.of_forall fun x => ?_)
  dsimp only
  unfold pairDensity
  rw [Complex.ofReal_exp, ← Complex.exp_add]
  congr 1
  push_cast
  ring
```

The theorem states the formula for M(k) for all real A, B and k, given positive exponents. Mathlib's `integral_cexp_quadratic` integrates the exponential of a complex quadratic whose leading coefficient has negative real part. Here the coefficients are −(a+b), 2(aA+bB) + ik and −aA² − bB², so the square is completed in x directly, without first moving to P. The step `hs` identifies the resulting complex power with the real square root, `hc` expands the square of the linear coefficient using i² = −1, and `hexp` separates the exponent into the overlap factor K and the part that depends on k. The last lines check that the integrand in the definition is the exponential of this quadratic.

```lean
/-- The matrix element at `k = 0` does not vanish. -/
theorem static_ne_zero {a b : ℝ} (ha : 0 < a) (hb : 0 < b) (A B : ℝ) :
    planeWaveElement a b A B 0 ≠ 0 := by
  rw [planeWaveElement_eq ha hb]
  refine mul_ne_zero (mul_ne_zero ?_ ?_) (Complex.exp_ne_zero _)
  · exact Complex.ofReal_ne_zero.mpr (Real.sqrt_pos.mpr (by positivity)).ne'
  · exact Complex.ofReal_ne_zero.mpr (Real.exp_pos _).ne'
```

At k = 0 each factor of the closed form is nonzero, which makes division by M(0) legitimate.

## Gaussian moments and the expanded phase

```lean
/-- A Gaussian weighted with `y²` is integrable, and its integral is `√(π/p)/(2p)`. -/
theorem second_moment {p : ℝ} (hp : 0 < p) :
    Integrable (fun y : ℝ => y ^ 2 * Real.exp (-p * y ^ 2)) ∧
      ∫ y : ℝ, y ^ 2 * Real.exp (-p * y ^ 2) = √(Real.pi / p) / (2 * p) := by
  have i0 := integrable_exp_neg_mul_sq hp
  have i2 : Integrable (fun y : ℝ => y ^ 2 * Real.exp (-p * y ^ 2)) := by
    have h := integrable_rpow_mul_exp_neg_mul_sq hp (s := 2) (by norm_num)
    simpa only [Real.rpow_two] using h
  refine ⟨i2, ?_⟩
  have hd : ∀ y : ℝ, HasDerivAt (fun y : ℝ => y * Real.exp (-p * y ^ 2))
      (Real.exp (-p * y ^ 2) - 2 * p * (y ^ 2 * Real.exp (-p * y ^ 2))) y := by
    intro y
    have h1 : HasDerivAt (fun y : ℝ => -p * y ^ 2) (-p * (2 * y)) y := by
      simpa using (hasDerivAt_pow 2 y).const_mul (-p)
    exact ((hasDerivAt_id' y).fun_mul h1.exp).congr_deriv (by ring)
  -- the integral of a total derivative vanishes
  have h := integral_eq_zero_of_hasDerivAt_of_integrable hd
    (i0.sub (i2.const_mul (2 * p))) (integrable_mul_exp_neg_mul_sq hp)
  rw [integral_sub i0 (i2.const_mul (2 * p)), integral_const_mul, integral_gaussian] at h
  rw [eq_div_iff (by positivity)]
  linarith
```

This lemma gives the second moment together with the integrability needed to split integrals later. `hd` is the derivative of y exp(−py²), and the integral of that derivative vanishes because both the function and its derivative are integrable. Solving the resulting linear equation gives √(π/p)/(2p).

```lean
/-- Integral of the second-order phase times the Gaussian `exp(-py²)`. -/
theorem integral_truncatedPhase {p : ℝ} (hp : 0 < p) (k : ℝ) :
    ∫ y : ℝ, (Real.exp (-p * y ^ 2) : ℂ) * truncatedPhase k y =
      ((√(Real.pi / p) * (1 - k ^ 2 / (4 * p)) : ℝ) : ℂ) := by
  obtain ⟨i2, m2⟩ := second_moment hp
  have i0 := integrable_exp_neg_mul_sq hp
  have i1 := integrable_mul_exp_neg_mul_sq hp
  -- the term linear in `y` is odd and integrates to zero
  have m1 : ∫ y : ℝ, y * Real.exp (-p * y ^ 2) = 0 := by
    have h := integral_neg_eq_self (fun y : ℝ => y * Real.exp (-p * y ^ 2)) volume
    have h' : ∫ y : ℝ, (-y) * Real.exp (-p * (-y) ^ 2)
        = -∫ y : ℝ, y * Real.exp (-p * y ^ 2) := by
      rw [← integral_neg]
      simp only [neg_sq, neg_mul]
    linarith
  have hr : ∫ y : ℝ, (Real.exp (-p * y ^ 2) - k ^ 2 / 2 * (y ^ 2 * Real.exp (-p * y ^ 2)))
      = √(Real.pi / p) * (1 - k ^ 2 / (4 * p)) := by
    rw [integral_sub i0 (i2.const_mul _), integral_const_mul, integral_gaussian, m2]
    field_simp
    ring
  have c0 : Integrable (fun y : ℝ => ((Real.exp (-p * y ^ 2) -
      k ^ 2 / 2 * (y ^ 2 * Real.exp (-p * y ^ 2)) : ℝ) : ℂ)) :=
    (i0.sub (i2.const_mul (k ^ 2 / 2))).ofReal
  have c1 : Integrable (fun y : ℝ => ((y * Real.exp (-p * y ^ 2) : ℝ) : ℂ)) := i1.ofReal
  have hsplit : ∀ y : ℝ, (Real.exp (-p * y ^ 2) : ℂ) * truncatedPhase k y =
      ((Real.exp (-p * y ^ 2) - k ^ 2 / 2 * (y ^ 2 * Real.exp (-p * y ^ 2)) : ℝ) : ℂ) +
        Complex.I * k * ((y * Real.exp (-p * y ^ 2) : ℝ) : ℂ) := by
    intro y
    unfold truncatedPhase
    generalize Real.exp (-p * y ^ 2) = g
    push_cast
    linear_combination ((g : ℂ) * k ^ 2 * y ^ 2 / 2) * Complex.I_sq
  simp only [hsplit]
  rw [integral_add c0 (c1.const_mul _), integral_const_mul, integral_complex_ofReal,
    integral_complex_ofReal, hr, m1, Complex.ofReal_zero, mul_zero, add_zero]
```

Here the phase polynomial is integrated against an unnormalised Gaussian centred at the origin. `m1` removes the odd term by the reflection y → −y, `hr` combines the zeroth and second moments, and `hsplit` separates the integrand into its real even part and its imaginary odd part.

## Ratios to the static element

```lean
/-- Exact matrix element relative to its `k = 0` value, for arbitrary centres. -/
theorem exact_ratio {a b : ℝ} (ha : 0 < a) (hb : 0 < b) (A B k : ℝ) :
    planeWaveElement a b A B k / planeWaveElement a b A B 0 =
      Complex.exp (Complex.I * k * pairCentre a b A B) *
        (Real.exp (-(k ^ 2 / (4 * (a + b)))) : ℂ) := by
  have e : Complex.exp (Complex.I * k * pairCentre a b A B - k ^ 2 / (4 * (a + b))) =
      Complex.exp (Complex.I * k * pairCentre a b A B) *
        (Real.exp (-(k ^ 2 / (4 * (a + b)))) : ℂ) := by
    rw [Complex.ofReal_exp, ← Complex.exp_add]
    congr 1
    push_cast
    ring
  have h0 : Complex.exp (Complex.I * (0 : ℝ) * pairCentre a b A B -
      ((0 : ℝ) : ℂ) ^ 2 / (4 * (a + b))) = 1 := by simp
  rw [div_eq_iff (static_ne_zero ha hb A B), planeWaveElement_eq ha hb A B k,
    planeWaveElement_eq ha hb A B 0, h0, e]
  ring
```

Dividing the closed form at k by its value at 0 cancels √(π/p) and K. What remains is exp(ikP) exp(−k²/4p), for arbitrary centres.

```lean
/-- Second-order matrix element relative to the `k = 0` value, for arbitrary centres. -/
theorem truncated_ratio {a b : ℝ} (ha : 0 < a) (hb : 0 < b) (A B k : ℝ) :
    truncatedElement a b A B k / planeWaveElement a b A B 0 =
      Complex.exp (Complex.I * k * pairCentre a b A B) *
        ((1 - k ^ 2 / (4 * (a + b)) : ℝ) : ℂ) := by
  have hp : a + b ≠ 0 := (add_pos ha hb).ne'
  have hprod : ∀ x, pairDensity a b A B x = Real.exp (-(a * b * (A - B) ^ 2 / (a + b))) *
      Real.exp (-(a + b) * (x - pairCentre a b A B) ^ 2) := by
    intro x
    unfold pairDensity pairCentre
    rw [← Real.exp_add]
    congr 1
    field_simp
    ring
  obtain ⟨F, hF⟩ : ∃ F : ℝ → ℂ, ∀ y, F y =
      (Real.exp (-(a * b * (A - B) ^ 2 / (a + b))) : ℂ) *
        ((Real.exp (-(a + b) * y ^ 2) : ℂ) * truncatedPhase k y) := ⟨_, fun _ => rfl⟩
  -- shift the origin to the pair centre
  have h1 : ∫ x : ℝ, (pairDensity a b A B x : ℂ) * truncatedPhase k (x - pairCentre a b A B)
      = ∫ x : ℝ, F (x - pairCentre a b A B) := by
    refine integral_congr_ae (Filter.Eventually.of_forall fun x => ?_)
    dsimp only
    rw [hF, hprod, Complex.ofReal_mul, mul_assoc]
  have h0 : Complex.exp (Complex.I * (0 : ℝ) * pairCentre a b A B -
      ((0 : ℝ) : ℂ) ^ 2 / (4 * (a + b))) = 1 := by simp
  rw [div_eq_iff (static_ne_zero ha hb A B), planeWaveElement_eq ha hb A B 0, h0]
  unfold truncatedElement
  rw [h1, integral_sub_right_eq_self F (pairCentre a b A B)]
  simp only [hF]
  rw [integral_const_mul, integral_truncatedPhase (add_pos ha hb) k, Complex.ofReal_mul]
  ring
```

For the truncated element, `hprod` is the Gaussian product identity from the hand derivation. The integral is then translated to the pair centre with `integral_sub_right_eq_self`, after which `integral_truncatedPhase` applies. The ratio is exp(ikP)(1 − k²/4p).

## The threshold k² > 8p

```lean
/-- For a pair centred at the origin the exact ratio lies in `(0, 1]`, while the second-order
ratio is below `-1` exactly when `k² > 8(a + b)`. -/
theorem multipole_breakdown {a b A B : ℝ} (ha : 0 < a) (hb : 0 < b)
    (hP : pairCentre a b A B = 0) (k : ℝ) :
    ∃ exact trunc : ℝ,
      planeWaveElement a b A B k / planeWaveElement a b A B 0 = (exact : ℂ) ∧
      truncatedElement a b A B k / planeWaveElement a b A B 0 = (trunc : ℂ) ∧
      0 < exact ∧ exact ≤ 1 ∧ (trunc < -1 ↔ 8 * (a + b) < k ^ 2) := by
  have hp : 0 < a + b := add_pos ha hb
  refine ⟨Real.exp (-(k ^ 2 / (4 * (a + b)))), 1 - k ^ 2 / (4 * (a + b)), ?_, ?_,
    Real.exp_pos _, ?_, ?_⟩
  · rw [exact_ratio ha hb, hP, Complex.ofReal_zero, mul_zero, Complex.exp_zero, one_mul]
  · rw [truncated_ratio ha hb, hP, Complex.ofReal_zero, mul_zero, Complex.exp_zero, one_mul]
  · rw [Real.exp_le_one_iff]
    have : 0 ≤ k ^ 2 / (4 * (a + b)) := by positivity
    linarith
  · have h : 2 < k ^ 2 / (4 * (a + b)) ↔ 2 * (4 * (a + b)) < k ^ 2 :=
      lt_div_iff₀ (by positivity)
    constructor
    · intro h1
      have := h.mp (by linarith)
      linarith
    · intro h1
      have := h.mpr (by linarith)
      linarith
```

The hypothesis `hP` says that the coordinate origin sits at the centre of the pair, which makes both ratios real. For a single pair this is a choice of coordinates; several pairs with different centres cannot all satisfy it at once. The theorem then provides two real numbers, `exact` and `trunc`, equal to the two complex ratios. The first lies in (0, 1], and the second is below −1 if and only if 8(a+b) < k². The proof supplies exp(−k²/4p) and 1 − k²/4p from the two ratio theorems, and the equivalence is the rearrangement of 2 < k²/4p.

## Error bound for arbitrary centres

```lean
/-- For any centres, the error of the second-order element relative to the `k = 0` element
is at most `(k²/4p)²/2` with `p = a + b`. -/
theorem truncation_error {a b : ℝ} (ha : 0 < a) (hb : 0 < b) (A B k : ℝ) :
    ‖(planeWaveElement a b A B k - truncatedElement a b A B k) / planeWaveElement a b A B 0‖
      ≤ (k ^ 2 / (4 * (a + b))) ^ 2 / 2 := by
  have hn : ‖Complex.exp (Complex.I * k * pairCentre a b A B)‖ = 1 := by
    have : Complex.I * k * pairCentre a b A B
        = ((k * pairCentre a b A B : ℝ) : ℂ) * Complex.I := by
      push_cast
      ring
    rw [this, Complex.norm_exp_ofReal_mul_I]
  rw [sub_div, exact_ratio ha hb, truncated_ratio ha hb, ← mul_sub, norm_mul, hn, one_mul,
    ← Complex.ofReal_sub, Complex.norm_real, Real.norm_eq_abs]
  have ht : 0 ≤ k ^ 2 / (4 * (a + b)) := by positivity
  generalize k ^ 2 / (4 * (a + b)) = t at ht ⊢
  have hlow := Real.add_one_le_exp (-t)
  -- the upper bound follows from `1 + t + t²/2 ≤ exp t`
  have hq := Real.quadratic_le_exp_of_nonneg ht
  have hup : Real.exp (-t) ≤ 1 - t + t ^ 2 / 2 := by
    rw [Real.exp_neg, inv_le_iff_one_le_mul₀ (Real.exp_pos t)]
    have hpos : 0 ≤ 1 - t + t ^ 2 / 2 := by nlinarith [sq_nonneg (t - 1)]
    have := mul_le_mul_of_nonneg_left hq hpos
    nlinarith [sq_nonneg (t ^ 2)]
  rw [abs_le]
  constructor
  · nlinarith [sq_nonneg t]
  · linarith

end

end MultipolarTruncation
```

The modulus of (M(k) − T(k))/M(0) is at most (k²/4p)²/2, with no condition on P. `hn` shows that exp(ikP) has norm 1, which reduces the claim to a real inequality in t = k²/4p. `hlow` is the tangent inequality, and `hup` is the upper bound obtained from the product of the two quadratics.

For a one-dimensional pair of s-type Gaussians, with the phase expanded about the pair centre, the bound gives a sufficient criterion: a relative error of at most ε, measured against the static element, is guaranteed once k² ≤ 4p√(2ε). Diffuse pairs, with small p, reach the limit at smaller k than compact ones.

```lean
#print axioms MultipolarTruncation.planeWaveElement_eq
-- 'MultipolarTruncation.planeWaveElement_eq' depends on axioms: [propext, Classical.choice, Quot.sound]
#print axioms MultipolarTruncation.multipole_breakdown
-- 'MultipolarTruncation.multipole_breakdown' depends on axioms: [propext, Classical.choice, Quot.sound]
#print axioms MultipolarTruncation.truncation_error
-- 'MultipolarTruncation.truncation_error' depends on axioms: [propext, Classical.choice, Quot.sound]
```
